# Heat-flux suppression for phonons in an imposed thermal grating: closed form, monotonicity and limits

Fourier's law with the bulk conductivity can overestimate the heat flux in a thermal grating whose period is not long compared with the phonon mean free path. The model below imposes a stationary sinusoidal equilibrium profile of wavenumber $q$ on phonons of a single mean free path $\Lambda$. Their flux is the Fourier flux for that profile multiplied by a factor $S(x)$, with $x = q\Lambda$. At $x = 1$ this factor is $3(1-\pi/4) \approx 0.64$, so the Fourier flux is too large by more than half. If this factor is ignored, a reduced flux can be misread as a reduced bulk conductivity.

The factor is an average over the direction cosine $m$ between the phonon velocity and the grating axis:

$$S(x) = \frac32\int_{-1}^{1}\frac{m^2}{1+x^2m^2}\,dm .$$

For $x>0$ it equals $\frac{3}{x^2}\left(1-\frac{\arctan x}{x}\right)$, decreases strictly, and lies strictly between 0 and 1. It tends to 1 as $x\to0^+$, and $x^2S(x)$ tends to 3 as $x\to\infty$.

```lean
import Mathlib

open Filter Topology Set

namespace TransientGrating

noncomputable section
```

## Phonons driven by a sinusoidal equilibrium profile

In the relaxation-time approximation, phonons of speed $v$ and lifetime $\tau$ have $\Lambda = v\tau$. Let $f(z)$ be the deviation of their energy distribution from a uniform background, in direction $m$ and at position $z$ along the grating axis. If the local equilibrium deviation is $e^{iqz}$, in units of its amplitude, the stationary Boltzmann equation is

$$\Lambda m\,\frac{df}{dz} = e^{iqz} - f .$$

Inserting $f = A e^{iqz}$ and dividing by the exponential gives $i q\Lambda m A = 1 - A$, hence

$$A = \frac{1}{1+ixm}, \qquad x = q\Lambda .$$

This complex number is `modeAmplitude x m`. Its modulus is the amplitude of the response of phonons of one direction relative to the imposed profile, and its phase gives the spatial shift between the two.

```lean
/-- Amplitude of the phonons with direction cosine `m` in a unit thermal grating, where `x` is
the grating wavenumber times the mean free path. -/
def modeAmplitude (x m : ℝ) : ℂ := 1 / (1 + Complex.I * x * m)
```

The function $S$ is defined by its angular integral. The weight $dm$ is that of an isotropic distribution of directions, and the prefactor $3/2$ normalises $S(0)$ to 1. The definition accepts every real $x$, including zero and negative values.

```lean
/-- The suppression function of a transient grating, as an integral over the direction
cosine `m`. -/
def suppression (x : ℝ) : ℝ := (3 / 2) * ∫ m in (-1 : ℝ)..1, m ^ 2 / (1 + x ^ 2 * m ^ 2)
```

Two facts are needed throughout. The denominator $1+ixm$ has real part 1 for real $x$ and $m$, so it never vanishes.

```lean
/-- The denominator of the phonon amplitude never vanishes. -/
lemma denom_ne (x m : ℝ) : (1 + Complex.I * x * m : ℂ) ≠ 0 := by
  intro h
  have h' := congrArg Complex.re h
  simp at h'
```

Likewise $1+x^2m^2 \ge 1$, so the integrand of $S$ is continuous in $m$ and can be integrated over $[-1,1]$.

```lean
/-- The angular integrand of the suppression function is continuous. -/
lemma kernel_continuous (x : ℝ) : Continuous (fun m : ℝ => m ^ 2 / (1 + x ^ 2 * m ^ 2)) := by
  refine Continuous.div (by fun_prop) (by fun_prop) (fun m => ?_)
  have h : 0 < 1 + x ^ 2 * m ^ 2 := by positivity
  exact h.ne'
```

## The amplitude solves the transport equation

The substitution above can be read in both directions. Since $\frac{d}{dz}\left(Ae^{iqz}\right) = iqAe^{iqz}$, the Boltzmann equation for the plane wave is equivalent to

$$e^{iqz}\left[A(1+iq\Lambda m)-1\right]=0\quad\text{for all } z .$$

Setting $z=0$ yields $A(1+iq\Lambda m)=1$. Conversely, multiplying that identity by $e^{iqz}$ restores the equation at every $z$.

The theorem `boltzmann_iff` states this equivalence for real $q$, $\Lambda$ and $m$ and complex $A$. In the proof, `hd` computes the derivative, and the two branches of `constructor` carry out the two directions. The uniqueness concerns the amplitude of a wave with the same wavenumber as the drive; solutions of other shapes are not considered.

```lean
/-- A plane wave of amplitude `A` solves the stationary Boltzmann equation with mean free path `Λ`
and equilibrium profile `exp (i q z)` exactly when `A` is the phonon amplitude at `q Λ`. -/
theorem boltzmann_iff (q Λ m : ℝ) (A : ℂ) :
    (∀ z : ℝ, (Λ * m : ℂ) * deriv (fun y : ℝ => A * Complex.exp (Complex.I * q * y)) z
      = Complex.exp (Complex.I * q * z) - A * Complex.exp (Complex.I * q * z))
    ↔ A = modeAmplitude (q * Λ) m := by
  have hd : ∀ z : ℝ, deriv (fun y : ℝ => A * Complex.exp (Complex.I * q * y)) z
      = A * (Complex.exp (Complex.I * q * z) * (Complex.I * q)) := by
    intro z
    have h : HasDerivAt (fun y : ℝ => Complex.I * q * (y : ℂ)) (Complex.I * q) z := by
      simpa using ((hasDerivAt_id z).ofReal_comp).const_mul (Complex.I * (q : ℂ))
    exact (h.cexp.const_mul A).deriv
  constructor
  · -- evaluating at the origin fixes the amplitude
    intro h
    have h0 := h 0
    rw [hd] at h0
    simp only [Complex.ofReal_zero, mul_zero, Complex.exp_zero] at h0
    rw [modeAmplitude, eq_div_iff (denom_ne _ _)]
    push_cast
    linear_combination h0
  · intro h z
    have hA : A * (1 + Complex.I * ((q * Λ : ℝ) : ℂ) * m) = 1 := by
      rw [h, modeAmplitude, one_div, inv_mul_cancel₀ (denom_ne _ _)]
    push_cast at hA
    rw [hd]
    linear_combination Complex.exp (Complex.I * q * z) * hA
```

## From the angular flux to the suppression factor

The heat flux along the axis weights each amplitude by $m$. Rationalising the denominator gives

$$\frac{m}{1+ixm} = \frac{m}{1+x^2m^2} - ix\,\frac{m^2}{1+x^2m^2}.$$

The first term is odd in $m$ and integrates to zero. The integral of $m^2/(1+x^2m^2)$ is $\frac23S(x)$ by definition, so

$$\int_{-1}^{1}\frac{m}{1+ixm}\,dm = -\frac23\,ix\,S(x).$$

To identify the Fourier value, expand the amplitude to first order in $x$: $A\approx 1-ixm$. The flux integral is then $-\frac23 ix$, proportional to minus the gradient of the profile. For $x\neq0$, $S(x)$ is therefore the ratio of the flux in this model to the Fourier flux. Factors such as the heat capacity and the phonon speed are common to both and are left out of the Lean statement.

In the proof, `hsplit` is the rationalised integrand and `hodd` removes the odd part by the substitution $m\to-m$. The remaining lines establish integrability and separate the two integrals.

```lean
/-- The integral over `m` of `m` times the phonon amplitude is `-(2/3) i x` times the suppression
function. -/
theorem flux_eq (x : ℝ) :
    ∫ m in (-1 : ℝ)..1, (m : ℂ) * modeAmplitude x m
      = -(2 / 3) * Complex.I * x * (suppression x : ℂ) := by
  -- split the integrand into its odd real part and its even imaginary part
  have hsplit : ∀ m : ℝ, (m : ℂ) * modeAmplitude x m
      = ((m / (1 + x ^ 2 * m ^ 2) : ℝ) : ℂ)
        - Complex.I * x * ((m ^ 2 / (1 + x ^ 2 * m ^ 2) : ℝ) : ℂ) := by
    intro m
    have hr : (1 + x ^ 2 * m ^ 2 : ℝ) ≠ 0 := by positivity
    have hp : (1 + (x : ℂ) ^ 2 * (m : ℂ) ^ 2) ≠ 0 := by exact_mod_cast hr
    rw [modeAmplitude, mul_one_div]
    push_cast
    rw [show (m : ℂ) / (1 + (x : ℂ) ^ 2 * (m : ℂ) ^ 2)
        - Complex.I * x * ((m : ℂ) ^ 2 / (1 + (x : ℂ) ^ 2 * (m : ℂ) ^ 2))
        = (m - Complex.I * x * (m : ℂ) ^ 2) / (1 + (x : ℂ) ^ 2 * (m : ℂ) ^ 2) by ring,
      div_eq_div_iff (denom_ne x m) hp]
    linear_combination ((x : ℂ) ^ 2 * (m : ℂ) ^ 3) * Complex.I_sq
  have hodd : ∫ m in (-1 : ℝ)..1, m / (1 + x ^ 2 * m ^ 2) = 0 := by
    have h := intervalIntegral.integral_comp_neg (a := -1) (b := 1)
      (fun m : ℝ => m / (1 + x ^ 2 * m ^ 2))
    simp only [neg_sq, neg_div, intervalIntegral.integral_neg, neg_neg] at h
    linarith
  have hc : Continuous (fun m : ℝ => m / (1 + x ^ 2 * m ^ 2)) := by
    refine Continuous.div (by fun_prop) (by fun_prop) (fun m => ?_)
    have h : 0 < 1 + x ^ 2 * m ^ 2 := by positivity
    exact h.ne'
  have h1 : IntervalIntegrable (fun m : ℝ => ((m / (1 + x ^ 2 * m ^ 2) : ℝ) : ℂ))
      MeasureTheory.volume (-1) 1 :=
    (Complex.continuous_ofReal.comp hc).intervalIntegrable _ _
  have h2 : IntervalIntegrable
      (fun m : ℝ => Complex.I * x * ((m ^ 2 / (1 + x ^ 2 * m ^ 2) : ℝ) : ℂ))
      MeasureTheory.volume (-1) 1 :=
    (continuous_const.mul
      (Complex.continuous_ofReal.comp (kernel_continuous x))).intervalIntegrable _ _
  simp_rw [hsplit]
  rw [intervalIntegral.integral_sub h1 h2, intervalIntegral.integral_const_mul,
    intervalIntegral.integral_ofReal, intervalIntegral.integral_ofReal, hodd]
  simp only [suppression, Complex.ofReal_mul, Complex.ofReal_div, Complex.ofReal_ofNat,
    Complex.ofReal_zero]
  ring
```

## Evaluating the angular integral

For $x\ne0$, write

$$\frac{m^2}{1+x^2m^2} = \frac1{x^2}\left(1-\frac1{1+x^2m^2}\right).$$

An antiderivative in $m$ is

$$F(m)=\frac{m}{x^2}-\frac{\arctan(xm)}{x^3}.$$

Because the arctangent is odd, $F(1)-F(-1)=\frac{2}{x^2}-\frac{2\arctan x}{x^3}$. Multiplication by $3/2$ gives

$$S(x)=\frac{3}{x^2}\left(1-\frac{\arctan x}{x}\right).$$

The Lean proof checks the derivative of $F$ in `hF` and then applies the fundamental theorem of calculus. The result holds for negative $x$ as well.

```lean
/-- Closed form of the suppression function at nonzero `x`. -/
theorem suppression_eq {x : ℝ} (hx : x ≠ 0) :
    suppression x = 3 / x ^ 2 * (1 - Real.arctan x / x) := by
  have hF : ∀ m ∈ uIcc (-1 : ℝ) 1,
      HasDerivAt (fun m : ℝ => m / x ^ 2 - Real.arctan (x * m) / x ^ 3)
        (m ^ 2 / (1 + x ^ 2 * m ^ 2)) m := by
    intro m _
    have h1 : HasDerivAt (fun m : ℝ => x * m) x m := by
      simpa using (hasDerivAt_id m).const_mul x
    refine (((hasDerivAt_id' m).div_const (x ^ 2)).fun_sub
      (h1.arctan.div_const (x ^ 3))).congr_deriv ?_
    have hp : 1 + x ^ 2 * m ^ 2 ≠ 0 := by positivity
    rw [mul_pow]
    field_simp
    ring
  rw [suppression, intervalIntegral.integral_eq_sub_of_hasDerivAt hF
    ((kernel_continuous x).intervalIntegrable _ _)]
  simp only [mul_one, mul_neg, Real.arctan_neg]
  field_simp
  ring
```

At $x=0$ the integral is elementary: $S(0)=\frac32\int_{-1}^1m^2\,dm=\frac32\cdot\frac23=1$.

```lean
/-- At `x = 0` the suppression function equals one. -/
theorem suppression_zero : suppression 0 = 1 := by
  have h : ∫ m in (-1 : ℝ)..1, m ^ 2 = 2 / 3 := by
    rw [integral_pow]; norm_num
  simp only [suppression, ne_eq, OfNat.ofNat_ne_zero, not_false_eq_true, zero_pow, zero_mul,
    add_zero, div_one, h]
  norm_num
```

## No direction contributes more to S as x grows

Let $0\le x<y$. Then $x^2<y^2$, and for every $m$ in $[-1,1]$

$$\frac{m^2}{1+y^2m^2}\le\frac{m^2}{1+x^2m^2}.$$

At $m=1$ the inequality is strict. By continuity it remains strict near $m=1$, so the integrals differ strictly and $S(y)<S(x)$.

In Lean, `StrictAntiOn suppression (Ici 0)` expresses strict decrease on $[0,\infty)$. The integral comparison lemma asks for an interval of positive length, continuity, a pointwise inequality, and one point of strict inequality. No derivative of the closed form is needed.

```lean
/-- The suppression function is strictly decreasing for `x ≥ 0`. -/
theorem suppression_strictAntiOn : StrictAntiOn suppression (Ici 0) := by
  intro x hx y _ hxy
  have hx0 : 0 ≤ x := hx
  have hsq : x ^ 2 < y ^ 2 := by nlinarith
  unfold suppression
  refine mul_lt_mul_of_pos_left ?_ (by norm_num)
  -- no direction contributes more, and the direction m = 1 contributes strictly less
  refine intervalIntegral.integral_lt_integral_of_continuousOn_of_le_of_exists_lt (by norm_num)
    (kernel_continuous y).continuousOn (kernel_continuous x).continuousOn ?_
    ⟨1, by norm_num, ?_⟩
  · intro m _
    exact div_le_div_of_nonneg_left (by positivity) (by positivity)
      (by nlinarith [mul_le_mul_of_nonneg_right hsq.le (sq_nonneg m)])
  · exact div_lt_div_of_pos_left (by norm_num) (by positivity) (by linarith)
```

Comparing the integrand with zero in the same way gives $S(x)>0$ for every real $x$: the integrand is nonnegative, and at $m=1$ it equals $1/(1+x^2)>0$.

```lean
/-- The suppression function is positive. -/
theorem suppression_pos (x : ℝ) : 0 < suppression x := by
  have h : ∫ _m in (-1 : ℝ)..1, (0 : ℝ) < ∫ m in (-1 : ℝ)..1, m ^ 2 / (1 + x ^ 2 * m ^ 2) := by
    refine intervalIntegral.integral_lt_integral_of_continuousOn_of_le_of_exists_lt (by norm_num)
      continuousOn_const (kernel_continuous x).continuousOn (fun m _ => by positivity)
      ⟨1, by norm_num, by positivity⟩
  rw [intervalIntegral.integral_zero] at h
  exact mul_pos (by norm_num) h
```

## A bound on the first departure from diffusion

From

$$(m^2-x^2m^4)(1+x^2m^2)=m^2-x^4m^6\le m^2$$

it follows that $m^2-x^2m^4\le m^2/(1+x^2m^2)$. Integrating over $[-1,1]$ and multiplying by $3/2$ gives

$$S(x)\ge\frac32\left(\frac23-\frac25x^2\right)=1-\frac35x^2 .$$

The shortfall of the flux as a fraction of the Fourier value, $1-S(x)$, is thus at most $\frac35x^2$; at $x=0.1$ this is 0.6 per cent. The bound holds for all real $x$, but says more than positivity only when $x^2<5/3$.

In the proof, `hI` evaluates the polynomial integral and `integral_mono_on` transfers the pointwise inequality to the integrals.

```lean
/-- The suppression function lies above the parabola `1 - (3/5) x²`. -/
theorem suppression_lower (x : ℝ) : 1 - 3 / 5 * x ^ 2 ≤ suppression x := by
  have hc : Continuous (fun m : ℝ => m ^ 2 - x ^ 2 * m ^ 4) := by fun_prop
  have hI : ∫ m in (-1 : ℝ)..1, (m ^ 2 - x ^ 2 * m ^ 4) = 2 / 3 - x ^ 2 * (2 / 5) := by
    rw [intervalIntegral.integral_sub, intervalIntegral.integral_const_mul, integral_pow,
      integral_pow]
    · norm_num
    · exact Continuous.intervalIntegrable (by fun_prop) _ _
    · exact Continuous.intervalIntegrable (by fun_prop) _ _
  have h : ∫ m in (-1 : ℝ)..1, (m ^ 2 - x ^ 2 * m ^ 4)
      ≤ ∫ m in (-1 : ℝ)..1, m ^ 2 / (1 + x ^ 2 * m ^ 2) :=
    intervalIntegral.integral_mono_on (by norm_num)
    (hc.intervalIntegrable _ _) ((kernel_continuous x).intervalIntegrable _ _)
    (fun m _ => by
      rw [le_div_iff₀ (by positivity)]
      have h6 : 0 ≤ x ^ 4 * m ^ 6 := by positivity
      linarith [show (m ^ 2 - x ^ 2 * m ^ 4) * (1 + x ^ 2 * m ^ 2)
        = m ^ 2 - x ^ 4 * m ^ 6 by ring])
  rw [hI] at h
  unfold suppression
  linarith
```

## Diffusive and ballistic limits

Strict decrease from $S(0)=1$ gives $S(x)<1$ for $x>0$. Together with the parabola this yields

$$1-\frac35x^2\le S(x)<1,$$

and hence $S(x)\to1$ as $x\to0^+$. For large $x$, the closed form gives

$$x^2S(x)=3\left(1-\frac{\arctan x}{x}\right)\longrightarrow3,$$

because the arctangent stays bounded while $x$ grows. At fixed heat capacity and phonon speed, the bulk conductivity of the gray model is proportional to $\Lambda$, so at fixed $q$ the effective conductivity, defined with the gradient of the imposed profile, eventually falls as $1/\Lambda$: averaged over directions, phonons with very long paths respond only weakly to the grating.

The final theorem joins five statements: the closed form for $x>0$, strict decrease on `Ioi 0`, which is $(0,\infty)$, the two strict bounds, and the two limits. The filter `𝓝[>] 0` means approach to zero from the right, and `atTop` means $x\to\infty$. The proof obtains the upper bound in `hlt`, the first limit by squeezing, and the second from `ha`, which states that $\arctan(x)/x$ tends to zero.

```lean
/-- For `x > 0` the suppression function has the stated closed form, decreases strictly and lies
between 0 and 1; it tends to 1 as `x → 0+`, and `x²` times it tends to 3 as `x → ∞`. -/
theorem transient_grating_suppression :
    (∀ x > 0, suppression x = 3 / x ^ 2 * (1 - Real.arctan x / x)) ∧
    StrictAntiOn suppression (Ioi 0) ∧
    (∀ x > 0, 0 < suppression x ∧ suppression x < 1) ∧
    Tendsto suppression (𝓝[>] 0) (𝓝 1) ∧
    Tendsto (fun x => x ^ 2 * suppression x) atTop (𝓝 3) := by
  have hlt : ∀ x > 0, suppression x < 1 := by
    intro x hx
    have h := suppression_strictAntiOn (mem_Ici.mpr le_rfl) (mem_Ici.mpr (le_of_lt hx)) hx
    rwa [suppression_zero] at h
  refine ⟨fun x hx => suppression_eq (ne_of_gt hx),
    suppression_strictAntiOn.mono Ioi_subset_Ici_self,
    fun x hx => ⟨suppression_pos x, hlt x hx⟩, ?_, ?_⟩
  · -- diffusive limit: squeeze between the parabola and one
    have hl : Tendsto (fun x : ℝ => 1 - 3 / 5 * x ^ 2) (𝓝[>] 0) (𝓝 1) := by
      have hc : Continuous (fun x : ℝ => 1 - 3 / 5 * x ^ 2) := by fun_prop
      have h := hc.tendsto 0
      norm_num at h
      exact h.mono_left nhdsWithin_le_nhds
    refine tendsto_of_tendsto_of_tendsto_of_le_of_le' hl tendsto_const_nhds
      (Eventually.of_forall suppression_lower) ?_
    filter_upwards [self_mem_nhdsWithin] with x hx
    exact (hlt x hx).le
  · -- ballistic limit: the arctangent stays bounded
    have ha : Tendsto (fun x : ℝ => Real.arctan x / x) atTop (𝓝 0) :=
      (Real.tendsto_arctan_atTop.mono_right nhdsWithin_le_nhds).div_atTop tendsto_id
    have hb : Tendsto (fun x : ℝ => 3 * (1 - Real.arctan x / x)) atTop (𝓝 3) := by
      simpa using (ha.const_sub 1).const_mul 3
    refine hb.congr' ?_
    filter_upwards [eventually_gt_atTop (0 : ℝ)] with x hx
    have hx' : x ≠ 0 := ne_of_gt hx
    rw [suppression_eq hx', ← mul_assoc, mul_div_cancel₀ 3 (pow_ne_zero 2 hx')]

end

end TransientGrating
```

## Where positivity of x matters, and what the model leaves out

If the condition $x>0$ is relaxed to $x\ge0$, the bound $S(x)<1$ fails at $x=0$, where $S(0)=1$. The closed form fails there too: Lean assigns division by zero the value zero, so the right-hand side is 0. On the whole real line strict decrease is also lost, since $x$ enters the integral only through its square and therefore $S(-1)=S(1)$.

The physical idealisations are stronger than this sign condition. All phonons share one mean free path and one speed, scattering is described by a relaxation time, and the medium is unbounded and isotropic. The equilibrium profile is prescribed and stationary; it is not determined from energy conservation, and the decay of the grating in time is not modelled. For $x>0$ the average of $f$ over directions has amplitude $\arctan(x)/x$ instead of 1, so the relaxation term alone does not conserve energy. $S(x)$ should therefore not be taken as the suppression factor of a gray medium whose profile follows from energy conservation. Within these restrictions, $S(x)$ provides a reference value for testing the angular quadrature of a numerical phonon Boltzmann solver for a gray medium with an imposed sinusoidal profile.

```lean
#print axioms TransientGrating.boltzmann_iff
-- 'TransientGrating.boltzmann_iff' depends on axioms: [propext, Classical.choice, Quot.sound]
#print axioms TransientGrating.flux_eq
-- 'TransientGrating.flux_eq' depends on axioms: [propext, Classical.choice, Quot.sound]
#print axioms TransientGrating.transient_grating_suppression
-- 'TransientGrating.transient_grating_suppression' depends on axioms: [propext, Classical.choice, Quot.sound]
```
